# Back-transformed amplitudes solve the uncoupled pair equation in redundant PAOs when no energy denominator vanishes

In local correlation methods based on projected atomic orbitals, the excitations of an electron pair go into a domain of projected atomic orbitals (PAOs), which may be linearly dependent, so their overlap matrix may have no inverse. The orthonormalizing matrix $X$ is therefore modelled as any rectangular matrix that meets three conditions, and not as $S^{-1/2}$.

Let the columns of the real matrix $C$ be the PAOs in an orthonormal basis, and let $F_0$ be the Fock matrix and $K_0$ the matrix of the exchange integrals $(ia|jb)$ of the occupied pair $ij$ in that basis. Put $S=C^TC$, $F=C^TF_0C$ and $K=C^TK_0C$. The conditions on $X$ are

$$X^TSX=1,\qquad SXX^TS=S,\qquad X^TFX=\mathrm{diag}(e).$$

They say that the orbitals $CX$ are orthonormal, lose nothing of the PAO space, and have energies $e_a$. The scalar $f$ is the sum of the two occupied orbital energies, and coupling to other pairs through off-diagonal occupied Fock elements is left out. If $e_a+e_b\neq f$ for all $a,b$, then

$$T=XUX^T,\qquad U_{ab}=-\frac{(X^TKX)_{ab}}{e_a+e_b-f}$$

solves

$$R(T)=K+FTS+STF-f\,STS=0.$$

The condition on $f$ means that no double excitation of the pair into the orbitals $CX$ leaves the sum of the orbital energies unchanged. It holds when all virtual levels lie above the occupied ones.

## The amplitude update in local MP2

For each pair $ij$, a code diagonalizes $S$ in the pair's domain, removes the eigenvectors whose eigenvalues are zero or below a small threshold, scales the others so that the orbitals they define have unit norm, and diagonalizes the Fock matrix among these orbitals. This gives $X$ and $e$. In each iteration it then

1. forms the residual $R$ of the pair and transforms it to $X^TRX$;
2. divides element $ab$ by $-(e_a+e_b-f_{ii}-f_{jj})$, where $f_{ii}$ and $f_{jj}$ are diagonal Fock elements of the localized occupied orbitals;
3. transforms back with $X(\cdot)X^T$ and adds the result to $T$.

This is the formula above with $R$ in place of $K$. In local MP2 the step removes the residual of that pair while all other pairs are held fixed, provided that only exact null vectors of $S$ were dropped. Local coupled-cluster codes can use the same update, but there the residual has further terms in $T$.

## Derivation

**Completeness.** Let $D=XX^TS-1$. Then $C^TCD=SXX^TS-S=0$, so $(CD)^T(CD)=0$. The trace of this matrix is the sum of the squared elements of $CD$, hence $CD=0$:

$$CXX^TS=C,\qquad SXX^TC^T=C^T.$$

**Expansion of the pair function.** For any $T$ let $P=CTC^T$ and $V=X^TSTSX$. Inserting the two identities gives

$$P=(CXX^TS)\,T\,(SXX^TC^T)=CXVX^TC^T.$$

**Projected residual.** Since $R(T)=C^T(K_0+F_0P+PF_0-fP)C$, the first Fock term projects to

$$X^TFTSX=X^TC^TF_0PCX=(X^TFX)\,V\,(X^TSX)=\mathrm{diag}(e)V.$$

Likewise $X^TSTFX=V\,\mathrm{diag}(e)$. With $k=X^TKX$,

$$(X^TRX)_{ab}=k_{ab}+(e_a+e_b-f)V_{ab}.$$

This vanishes for all $a,b$ exactly when $V=U$.

**Back to the PAOs.** $R$ has the form $C^TGC$, so completeness gives $R=SX(X^TRX)X^TS$. Hence $R=0$ exactly when $V=U$. For $T=XUX^T$ we have $V=(X^TSX)U(X^TSX)=U$, so this $T$ is a solution.

**Uniqueness and energy.** Every solution $T'$ has $V=U$, hence $CT'C^T=CTC^T$. Conversely, $R$ depends on the amplitudes only through this pair function, so any $T'$ with the same pair function is a solution. By cyclicity of the trace, each solution gives

$$\mathrm{tr}\big[(2K-K^T)^TT'\big]=\mathrm{tr}\big[(2k^T-k)U\big]=-\sum_{ab}\frac{(2k_{ab}-k_{ba})\,k_{ab}}{e_a+e_b-f}.$$

## Three PAOs in a plane

Take PAOs $(1,0)$, $(0,1)$, $(1,0)$, with $F_0=\mathrm{diag}(1,2)$ and $f=-1$. Let $X$ select the first two PAOs, so $e=(1,2)$ and the denominators are 3, 4, 4 and 5. For

$$K_0=\begin{pmatrix}3&4\\8&5\end{pmatrix}\quad\text{we get}\quad U=\begin{pmatrix}-1&-1\\-2&-1\end{pmatrix},$$

and $T$ is $U$ bordered by zeros. The $(2,1)$ element of $K_0+F_0P+PF_0-fP$ is $8-4-2-2=0$, and the other three vanish too. Moving the entry $-1$ from $T_{11}$ to $T_{33}$ changes the amplitudes but not $P$, so the result is also a solution. Both give the contraction $-3+0-24-5=-32$.

## Lean source

```lean
import Mathlib

open Matrix

namespace RedundantPAO

noncomputable section

variable {m n r : Type*} [Fintype m] [Fintype n] [Fintype r] [DecidableEq r]

/-- The overlap matrix `S = Cᵀ C` of the projected atomic orbitals (PAOs), the columns of `C`. -/
def overlap (C : Matrix m n ℝ) : Matrix n n ℝ := Cᵀ * C

/-- The matrix `Cᵀ A C` of an operator `A` in the PAOs. -/
def pao (C : Matrix m n ℝ) (A : Matrix m m ℝ) : Matrix n n ℝ := Cᵀ * A * C

/-- The residual `K + F T S + S T F - f S T S` of the local pair equation, where `f` is the sum
of the two occupied orbital energies. -/
def residual (C : Matrix m n ℝ) (F₀ K₀ : Matrix m m ℝ) (f : ℝ) (T : Matrix n n ℝ) :
    Matrix n n ℝ :=
  pao C K₀ + pao C F₀ * T * overlap C + overlap C * T * pao C F₀
    - f • (overlap C * T * overlap C)

/-- The columns of `X` define orthonormal combinations of the PAOs that keep the whole overlap
matrix and diagonalize the Fock matrix, with orbital energies `e`. -/
structure IsPseudocanonical (C : Matrix m n ℝ) (F₀ : Matrix m m ℝ) (X : Matrix n r ℝ)
    (e : r → ℝ) : Prop where
  orthonormal : Xᵀ * overlap C * X = 1
  complete : overlap C * X * Xᵀ * overlap C = overlap C
  diag : Xᵀ * pao C F₀ * X = diagonal e

/-- The amplitudes `-K_ab / (e_a + e_b - f)` in the orthonormal orbitals, for orbital energies
with `e_a + e_b ≠ f` for all `a` and `b`. -/
def canonicalAmp (K : Matrix r r ℝ) (e : r → ℝ) (f : ℝ) : Matrix r r ℝ :=
  Matrix.of fun a b => -K a b / (e a + e b - f)

/-- The PAO amplitudes `T = X U Xᵀ` transformed back from the orthonormal orbitals, for orbital
energies with `e_a + e_b ≠ f` for all `a` and `b`. -/
def paoAmp (C : Matrix m n ℝ) (K₀ : Matrix m m ℝ) (X : Matrix n r ℝ) (e : r → ℝ) (f : ℝ) :
    Matrix n n ℝ :=
  X * canonicalAmp (Xᵀ * pao C K₀ * X) e f * Xᵀ

/-- The projection `Xᵀ S T S X` of PAO amplitudes on the orbitals defined by `X`. -/
def project (C : Matrix m n ℝ) (X : Matrix n r ℝ) (T : Matrix n n ℝ) : Matrix r r ℝ :=
  Xᵀ * overlap C * T * overlap C * X

variable {C : Matrix m n ℝ} {F₀ : Matrix m m ℝ} {X : Matrix n r ℝ} {e : r → ℝ}

/-- The orthonormal orbitals `C X` span all PAOs: projecting the PAOs on them changes nothing. -/
theorem orbitals_complete (h : IsPseudocanonical C F₀ X e) :
    C * X * Xᵀ * overlap C = C ∧ overlap C * X * Xᵀ * Cᵀ = Cᵀ := by
  classical
  -- a combination of PAOs with zero norm is the zero function
  have h0 : Cᴴ * C * (X * Xᵀ * overlap C - 1) = 0 := by
    rw [conjTranspose_eq_transpose_of_trivial, Matrix.mul_sub, Matrix.mul_one, sub_eq_zero]
    simpa only [overlap, Matrix.mul_assoc] using h.complete
  have h1 := (Matrix.conjTranspose_mul_self_mul_eq_zero C _).1 h0
  rw [Matrix.mul_sub, Matrix.mul_one, sub_eq_zero] at h1
  have h2 : C * X * Xᵀ * overlap C = C := by
    simpa only [Matrix.mul_assoc] using h1
  refine ⟨h2, ?_⟩
  have h3 := congrArg Matrix.transpose h2
  simpa only [overlap, Matrix.transpose_mul, Matrix.transpose_transpose,
    Matrix.mul_assoc] using h3

/-- The pair function `C T Cᵀ` is expanded exactly in the orthonormal orbitals, with the
projected amplitudes as coefficients. -/
theorem pair_expand (h : IsPseudocanonical C F₀ X e) (T : Matrix n n ℝ) :
    C * T * Cᵀ = C * X * project C X T * Xᵀ * Cᵀ := by
  obtain ⟨h1, h2⟩ := orbitals_complete h
  calc C * T * Cᵀ = (C * X * Xᵀ * overlap C) * T * (overlap C * X * Xᵀ * Cᵀ) := by rw [h1, h2]
    _ = _ := by simp only [project, Matrix.mul_assoc]

omit [Fintype r] [DecidableEq r] in
/-- The residual depends on the amplitudes only through the pair function `C T Cᵀ`. -/
theorem residual_eq (C : Matrix m n ℝ) (F₀ K₀ : Matrix m m ℝ) (f : ℝ) (T : Matrix n n ℝ) :
    residual C F₀ K₀ f T =
      Cᵀ * (K₀ + F₀ * (C * T * Cᵀ) + (C * T * Cᵀ) * F₀ - f • (C * T * Cᵀ)) * C := by
  simp only [residual, overlap, pao, Matrix.mul_add, Matrix.add_mul, Matrix.mul_sub,
    Matrix.sub_mul, Matrix.mul_smul, Matrix.smul_mul, Matrix.mul_assoc]

/-- In the orthonormal orbitals the Fock matrix acts on the projected amplitudes through the
orbital energies alone. -/
theorem residual_project (h : IsPseudocanonical C F₀ X e) (K₀ : Matrix m m ℝ) (f : ℝ)
    (T : Matrix n n ℝ) :
    Xᵀ * residual C F₀ K₀ f T * X = Xᵀ * pao C K₀ * X + diagonal e * project C X T
      + project C X T * diagonal e - f • project C X T := by
  have a1 : Xᵀ * (pao C F₀ * T * overlap C) * X = diagonal e * project C X T := by
    calc _ = Xᵀ * Cᵀ * F₀ * (C * T * Cᵀ) * C * X := by
          simp only [pao, overlap, Matrix.mul_assoc]
      _ = (Xᵀ * pao C F₀ * X) * project C X T * (Xᵀ * overlap C * X) := by
          rw [pair_expand h T]; simp only [pao, overlap, Matrix.mul_assoc]
      _ = _ := by rw [h.diag, h.orthonormal, Matrix.mul_one]
  have a2 : Xᵀ * (overlap C * T * pao C F₀) * X = project C X T * diagonal e := by
    calc _ = Xᵀ * Cᵀ * (C * T * Cᵀ) * F₀ * C * X := by
          simp only [pao, overlap, Matrix.mul_assoc]
      _ = (Xᵀ * overlap C * X) * project C X T * (Xᵀ * pao C F₀ * X) := by
          rw [pair_expand h T]; simp only [pao, overlap, Matrix.mul_assoc]
      _ = _ := by rw [h.diag, h.orthonormal, Matrix.one_mul]
  have a3 : Xᵀ * (overlap C * T * overlap C) * X = project C X T := by
    simp only [project, Matrix.mul_assoc]
  simp only [residual, Matrix.mul_add, Matrix.add_mul, Matrix.mul_sub, Matrix.sub_mul,
    Matrix.mul_smul, Matrix.smul_mul]
  rw [a1, a2, a3]

/-- If no `e_a + e_b` equals `f`, amplitudes solve the pair equation exactly when their
projection is `-K_ab / (e_a + e_b - f)`, with `K` taken in the orthonormal orbitals. -/
theorem solves_iff_project (h : IsPseudocanonical C F₀ X e) (K₀ : Matrix m m ℝ) {f : ℝ}
    (hd : ∀ a b, e a + e b - f ≠ 0) (T : Matrix n n ℝ) :
    residual C F₀ K₀ f T = 0 ↔
      project C X T = canonicalAmp (Xᵀ * pao C K₀ * X) e f := by
  have hp := residual_project h K₀ f T
  constructor
  · intro h0
    rw [h0, Matrix.mul_zero, Matrix.zero_mul] at hp
    ext a b
    have h1 := congrFun (congrFun hp a) b
    simp only [Matrix.sub_apply, Matrix.add_apply, Matrix.smul_apply, Matrix.diagonal_mul,
      Matrix.mul_diagonal, Matrix.zero_apply, smul_eq_mul] at h1
    change project C X T a b = -(Xᵀ * pao C K₀ * X) a b / (e a + e b - f)
    rw [eq_div_iff (hd a b)]
    linear_combination -h1
  · intro hV
    have hz : Xᵀ * residual C F₀ K₀ f T * X = 0 := by
      rw [hp]
      ext a b
      have h1 : project C X T a b = -(Xᵀ * pao C K₀ * X) a b / (e a + e b - f) :=
        congrFun (congrFun hV a) b
      rw [eq_div_iff (hd a b)] at h1
      simp only [Matrix.sub_apply, Matrix.add_apply, Matrix.smul_apply, Matrix.diagonal_mul,
        Matrix.mul_diagonal, Matrix.zero_apply, smul_eq_mul]
      linear_combination h1
    -- completeness recovers the full residual from its projection
    obtain ⟨h1, h2⟩ := orbitals_complete h
    have lift : ∀ G : Matrix m m ℝ,
        Cᵀ * G * C = overlap C * X * (Xᵀ * (Cᵀ * G * C) * X) * Xᵀ * overlap C := by
      intro G
      calc Cᵀ * G * C = (overlap C * X * Xᵀ * Cᵀ) * G * (C * X * Xᵀ * overlap C) := by
            rw [h1, h2]
        _ = _ := by simp only [Matrix.mul_assoc]
    rw [residual_eq] at hz ⊢
    rw [lift, hz, Matrix.mul_zero, Matrix.zero_mul, Matrix.zero_mul]

/-- If no `e_a + e_b` equals `f`, the back-transformed amplitudes `T = X U Xᵀ` solve the pair
equation `K + F T S + S T F - f S T S = 0` in the redundant PAOs. -/
theorem paoAmp_solves (h : IsPseudocanonical C F₀ X e) (K₀ : Matrix m m ℝ) {f : ℝ}
    (hd : ∀ a b, e a + e b - f ≠ 0) :
    residual C F₀ K₀ f (paoAmp C K₀ X e f) = 0 := by
  rw [solves_iff_project h K₀ hd]
  calc _ = (Xᵀ * overlap C * X) * canonicalAmp (Xᵀ * pao C K₀ * X) e f
        * (Xᵀ * overlap C * X) := by simp only [project, paoAmp, Matrix.mul_assoc]
    _ = _ := by rw [h.orthonormal, Matrix.one_mul, Matrix.mul_one]

/-- If no `e_a + e_b` equals `f`, the solutions of the pair equation are exactly the amplitudes
with the same pair function `C T Cᵀ` as `X U Xᵀ`. -/
theorem solves_iff_pair (h : IsPseudocanonical C F₀ X e) (K₀ : Matrix m m ℝ) {f : ℝ}
    (hd : ∀ a b, e a + e b - f ≠ 0) (T : Matrix n n ℝ) :
    residual C F₀ K₀ f T = 0 ↔ C * T * Cᵀ = C * paoAmp C K₀ X e f * Cᵀ := by
  constructor
  · intro hT
    rw [pair_expand h T, (solves_iff_project h K₀ hd T).1 hT]
    simp only [paoAmp, Matrix.mul_assoc]
  · intro hT
    rw [residual_eq, hT, ← residual_eq]
    exact paoAmp_solves h K₀ hd

/-- If no `e_a + e_b` equals `f`, every solution of the pair equation gives the same contraction
with `2K - Kᵀ`, a sum over pairs of orthonormal orbitals with energy denominators. -/
theorem pair_energy (h : IsPseudocanonical C F₀ X e) (K₀ : Matrix m m ℝ) {f : ℝ}
    (hd : ∀ a b, e a + e b - f ≠ 0) {T : Matrix n n ℝ} (hT : residual C F₀ K₀ f T = 0) :
    trace (((2 : ℝ) • pao C K₀ - (pao C K₀)ᵀ)ᵀ * T) =
      -∑ a, ∑ b, (2 * (Xᵀ * pao C K₀ * X) a b - (Xᵀ * pao C K₀ * X) b a)
        * (Xᵀ * pao C K₀ * X) a b / (e a + e b - f) := by
  have hsum : ∀ M : Matrix r r ℝ, trace (((2 : ℝ) • Mᵀ - M) * canonicalAmp M e f) =
      -∑ a, ∑ b, (2 * M a b - M b a) * M a b / (e a + e b - f) := by
    intro M
    simp only [Matrix.trace, Matrix.diag_apply, Matrix.mul_apply, Matrix.sub_apply,
      Matrix.smul_apply, Matrix.transpose_apply, smul_eq_mul]
    rw [Finset.sum_comm, ← Finset.sum_neg_distrib]
    refine Finset.sum_congr rfl fun a _ => ?_
    rw [← Finset.sum_neg_distrib]
    refine Finset.sum_congr rfl fun b _ => ?_
    simp only [canonicalAmp, Matrix.of_apply]
    ring
  rw [← hsum, ← (solves_iff_project h K₀ hd T).1 hT]
  -- cyclicity of the trace brings in the pair function
  calc _ = trace (Cᵀ * (((2 : ℝ) • K₀ᵀ - K₀) * (C * T))) := by
        simp only [pao, Matrix.transpose_sub, Matrix.transpose_smul, Matrix.transpose_mul,
          Matrix.transpose_transpose, Matrix.sub_mul, Matrix.mul_sub, Matrix.smul_mul,
          Matrix.mul_smul, Matrix.mul_assoc]
    _ = trace (((2 : ℝ) • K₀ᵀ - K₀) * (C * T * Cᵀ)) := by
        rw [Matrix.trace_mul_comm]; simp only [Matrix.mul_assoc]
    _ = trace ((((2 : ℝ) • K₀ᵀ - K₀) * (C * X * project C X T)) * (Xᵀ * Cᵀ)) := by
        rw [pair_expand h T]; simp only [Matrix.mul_assoc]
    _ = _ := by
        rw [Matrix.trace_mul_comm]
        simp only [pao, Matrix.transpose_mul, Matrix.transpose_transpose, Matrix.sub_mul,
          Matrix.mul_sub, Matrix.smul_mul, Matrix.mul_smul, Matrix.mul_assoc]

/-- Three PAOs in a plane, two of them equal, have a singular overlap matrix and meet all
conditions with orbital energies 1 and 2 and `f = -1`. -/
theorem isPseudocanonical_witness :
    IsPseudocanonical (!![1, 0, 1; 0, 1, 0] : Matrix (Fin 2) (Fin 3) ℝ) !![1, 0; 0, 2]
      (!![1, 0; 0, 1; 0, 0] : Matrix (Fin 3) (Fin 2) ℝ) ![1, 2] ∧
    (∀ a b : Fin 2, (![1, 2] : Fin 2 → ℝ) a + (![1, 2] : Fin 2 → ℝ) b - (-1) ≠ 0) ∧
    (overlap (!![1, 0, 1; 0, 1, 0] : Matrix (Fin 2) (Fin 3) ℝ)).det = 0 := by
  refine ⟨⟨?_, ?_, ?_⟩, ?_, ?_⟩
  · ext i j
    fin_cases i <;> fin_cases j <;>
      norm_num [overlap, Matrix.mul_apply, Fin.sum_univ_succ]
  · ext i j
    fin_cases i <;> fin_cases j <;>
      norm_num [overlap, Matrix.mul_apply, Fin.sum_univ_succ]
  · ext i j
    fin_cases i <;> fin_cases j <;>
      norm_num [pao, Matrix.mul_apply, Fin.sum_univ_succ, Matrix.diagonal_apply]
  · intro a b
    fin_cases a <;> fin_cases b <;> norm_num
  · norm_num [overlap, Matrix.det_fin_three, Matrix.mul_apply, Fin.sum_univ_succ]

end

end RedundantPAO
```

```lean
#print axioms RedundantPAO.paoAmp_solves
#print axioms RedundantPAO.solves_iff_pair
#print axioms RedundantPAO.pair_energy
```

```
'RedundantPAO.paoAmp_solves' depends on axioms: [propext, Classical.choice, Quot.sound]
'RedundantPAO.solves_iff_pair' depends on axioms: [propext, Classical.choice, Quot.sound]
'RedundantPAO.pair_energy' depends on axioms: [propext, Classical.choice, Quot.sound]
```

## Scope of the theorems

The finite index types `m`, `n` and `r` label basis functions, PAOs and retained orbitals. `IsPseudocanonical` holds the three conditions on $X$, `pao C A` is $C^TAC$, `project` gives $V$, `canonicalAmp` gives $U$, and `hd` is the condition on the denominators. In an atomic-orbital code with overlap $S_{AO}$ and PAO coefficients $Q$, $C$ corresponds to $S_{AO}^{1/2}Q$.

`paoAmp_solves` is the main identity, `solves_iff_pair` characterizes all solutions, and `pair_energy` gives the contraction. The other theorems have these roles:

- `orbitals_complete` gets $CD=0$ from Mathlib's lemma that $C^TCD=0$ exactly when $CD=0$.
- `pair_expand` and `residual_project` are the expansion and the projection, and `residual_eq` writes $R$ in terms of the pair function.
- `solves_iff_project` compares matrix elements, clearing the denominator with `eq_div_iff`. Its inner statement `lift` recovers $R$ from $X^TRX$.
- `isPseudocanonical_witness` checks the conditions for the planar example and shows $\det S=0$.

The existence of $X$ for a general domain is assumed. The equation describes one pair without coupling to others, so `pair_energy` gives a closed-shell MP2 pair contribution, within the chosen domain, for canonical occupied orbitals, with $ij$ and $ji$ counted as separate pairs when $i\neq j$; convergence of the coupled iteration is a separate question. The hypotheses also exclude a finite overlap threshold: discarding small but nonzero eigenvalues of $S$ violates `complete`, and the formula then makes only $X^TRX$ vanish in general.
